# With positive permittivities, the discretised Poisson equation of a periodic layered medium has exactly one solution at nonzero in-plane wave number

Take two grid sites on a ring, with potentials u_0 and u_1. Two bonds join them, one inside the cell and one through the periodic boundary, with permittivities e_0 and e_1. Let the charge vary in the plane of the layers with wave number k, so that potentials and charges are given by their amplitudes, and let h_0 and h_1 be the in-plane permittivities. Take the grid spacing as the unit of length and absorb the vacuum permittivity into the charge. With s = e_0 + e_1, the charge amplitudes ρ_0 and ρ_1 satisfy

s (u_0 − u_1) + k² h_0 u_0 = ρ_0

s (u_1 − u_0) + k² h_1 u_1 = ρ_1

Multiply the first equation by u_0 and the second by u_1, and add:

u_0 ρ_0 + u_1 ρ_1 = s (u_0 − u_1)² + k² (h_0 u_0² + h_1 u_1²)

If all permittivities are positive and k ≠ 0, the right side vanishes only for u_0 = u_1 = 0. Zero charge therefore forces zero potential, and two linear equations in two unknowns with this property have exactly one solution for every right side. At k = 0 only the difference u_0 − u_1 is left: a constant can be added to the potential, and the two equations sum to ρ_0 + ρ_1 = 0. The same argument works on a ring of any size N ≥ 1.

In Lean 4 with Mathlib:

```lean
import Mathlib

open Finset

namespace LayeredPoisson

variable {N : ℕ}
```

## The operator on a ring of N sites

In a medium whose permittivity varies only along the normal z, a charge density with in-plane wave number k obeys

−d/dz (ε_⊥ dφ/dz) + k² ε_∥ φ = ρ

where φ is the potential amplitude, ε_⊥ and ε_∥ are the normal and in-plane permittivities, and the vacuum permittivity is absorbed into ρ. On a periodic grid of unit spacing, let e_j be ε_⊥ on the bond from site j to site j+1, and h_j be ε_∥ on site j. The left side becomes

(T u)_j = e_j (u_j − u_(j+1)) + e_(j−1) (u_j − u_(j−1)) + k² h_j u_j

```lean
/-- The discretised Poisson operator of a periodic layered medium at in-plane wave number `k`,
with permittivity `e j` on the bond from `j` to `j + 1` and in-plane permittivity `h j` on
site `j`. -/
def poissonOp (e h : ZMod N → ℝ) (k : ℝ) : (ZMod N → ℝ) →ₗ[ℝ] (ZMod N → ℝ) where
  toFun u j := e j * (u j - u (j + 1)) + e (j - 1) * (u j - u (j - 1)) + k ^ 2 * h j * u j
  map_add' u v := by
    ext j
    simp only [Pi.add_apply]
    ring
  map_smul' c u := by
    ext j
    simp only [Pi.smul_apply, smul_eq_mul, RingHom.id_apply]
    ring
```

The sites are the elements of `ZMod N`, the integers modulo N, so `j + 1` wraps around at the end of the cell. A potential is a function `ZMod N → ℝ`, and `poissonOp e h k` is T as a real linear map; the two fields after the formula verify linearity. Complex Fourier amplitudes are handled by treating real and imaginary parts separately, since T is real. For a grid spacing a, replace k by ka and ρ by a²ρ.

The formula for a single site follows directly from the definition.

```lean
/-- The value of the Poisson operator at site `j`. -/
theorem poissonOp_apply (e h : ZMod N → ℝ) (k : ℝ) (u : ZMod N → ℝ) (j : ZMod N) :
    poissonOp e h k u j =
      e j * (u j - u (j + 1)) + e (j - 1) * (u j - u (j - 1)) + k ^ 2 * h j * u j := rfl
```

## Summation by parts

Pair T u with a second potential v. The backward-difference term is shifted by one site, which on a ring only relabels the sum:

Σ_j e_(j−1) (u_j − u_(j−1)) v_j = Σ_j e_j (u_(j+1) − u_j) v_(j+1)

Adding the forward-difference term Σ_j e_j (u_j − u_(j+1)) v_j gives

Σ_j v_j (T u)_j = Σ_j [ e_j (u_j − u_(j+1)) (v_j − v_(j+1)) + k² h_j u_j v_j ]

There is no boundary term.

```lean
variable [NeZero N]

/-- Summation by parts: pairing a potential `v` with `T u` gives the bond terms in the
potential differences plus the in-plane terms. -/
theorem energy_form (e h : ZMod N → ℝ) (k : ℝ) (u v : ZMod N → ℝ) :
    ∑ j, v j * poissonOp e h k u j =
      ∑ j, (e j * (u j - u (j + 1)) * (v j - v (j + 1)) + k ^ 2 * h j * u j * v j) := by
  -- translate the backward-difference term by one site around the ring
  have s : ∑ j, e (j - 1) * (u j - u (j - 1)) * v j =
      ∑ j, e j * (u (j + 1) - u j) * v (j + 1) := by
    have t := Equiv.sum_comp (Equiv.subRight (1 : ZMod N))
      (fun j => e j * (u (j + 1) - u j) * v (j + 1))
    simpa only [Equiv.subRight_apply, sub_add_cancel] using t
  calc ∑ j, v j * poissonOp e h k u j
      = ∑ j, (e j * (u j - u (j + 1)) * v j + k ^ 2 * h j * u j * v j)
          + ∑ j, e (j - 1) * (u j - u (j - 1)) * v j := by
        rw [← sum_add_distrib]
        refine sum_congr rfl fun j _ => ?_
        rw [poissonOp_apply]
        ring
    _ = _ := by
        rw [s, ← sum_add_distrib]
        refine sum_congr rfl fun j _ => ?_
        ring
```

From here on `NeZero N` says that N ≥ 1. The statement `s` is the shift, obtained from the bijection j ↦ j − 1 of the ring, and the `calc` block collects the terms, with `ring` doing the algebra at each site.

In a code, the normal permittivity can be stored on bonds, as here. Both neighbours then use the same number, and the assembled matrix is symmetric even where the permittivity jumps at a surface.

## Positive energy and unique solvability

Setting v = u gives

Σ_j u_j (T u)_j = Σ_j [ e_j (u_j − u_(j+1))² + k² h_j u_j² ]

which is, up to a positive factor, the electrostatic energy per unit area, averaged over the plane. Suppose that all e_j and h_j are positive, as in a static dielectric where setting up a field costs energy, and that k ≠ 0, so that the charge is modulated in the plane. Every term is then nonnegative. If u is not identically zero, some u_i ≠ 0, and the term k² h_i u_i² is strictly positive.

```lean
/-- For positive permittivities and `k ≠ 0`, every nonzero potential has strictly positive
energy form. -/
theorem energy_pos {e h : ZMod N → ℝ} {k : ℝ} (he : ∀ j, 0 < e j) (hh : ∀ j, 0 < h j)
    (hk : k ≠ 0) {u : ZMod N → ℝ} (hu : u ≠ 0) :
    0 < ∑ j, u j * poissonOp e h k u j := by
  obtain ⟨i, hi⟩ := Function.ne_iff.mp hu
  have hi' : u i ≠ 0 := hi
  rw [energy_form]
  refine sum_pos' (fun j _ => ?_) ⟨i, mem_univ i, ?_⟩
  · have a := mul_nonneg (he j).le (sq_nonneg (u j - u (j + 1)))
    have b := mul_nonneg (mul_nonneg (sq_nonneg k) (hh j).le) (sq_nonneg (u j))
    nlinarith
  · -- the in-plane term is strictly positive where the potential does not vanish
    have a := mul_nonneg (he i).le (sq_nonneg (u i - u (i + 1)))
    have hpos := hh i
    have b : 0 < k ^ 2 * h i * u i ^ 2 := by positivity
    nlinarith
```

The lemma `sum_pos'` asks for exactly these two facts: no negative term, and one positive term. The site `i` comes from the hypothesis `u ≠ 0`.

Symmetry follows because the summed form does not change when u and v are exchanged. For solvability, let T u = 0. Then

0 = Σ_j u_j (T u)_j

and positivity forces u = 0. So T is injective, and an injective linear map from a finite-dimensional space to itself is also surjective. Every ρ has a solution, and only one.

```lean
/-- For positive permittivities and `k ≠ 0` the layered Poisson operator is symmetric and
positive definite, and the Poisson equation has exactly one solution for every charge density. -/
theorem layered_poisson_well_posed {e h : ZMod N → ℝ} {k : ℝ} (he : ∀ j, 0 < e j)
    (hh : ∀ j, 0 < h j) (hk : k ≠ 0) :
    (∀ u v : ZMod N → ℝ,
      ∑ j, v j * poissonOp e h k u j = ∑ j, u j * poissonOp e h k v j) ∧
    (∀ u : ZMod N → ℝ, u ≠ 0 → 0 < ∑ j, u j * poissonOp e h k u j) ∧
    (∀ ρ : ZMod N → ℝ, ∃! u, poissonOp e h k u = ρ) := by
  refine ⟨fun u v => ?_, fun u hu => energy_pos he hh hk hu, fun ρ => ?_⟩
  · rw [energy_form e h k u v, energy_form e h k v u]
    refine sum_congr rfl fun j _ => ?_
    ring
  · -- positivity excludes a kernel; in finite dimension this gives a bijection
    have inj : Function.Injective (poissonOp e h k) := by
      refine (injective_iff_map_eq_zero _).mpr fun u hu => ?_
      by_contra h0
      have p := energy_pos he hh hk h0
      rw [hu] at p
      simp at p
    have surj := LinearMap.injective_iff_surjective.mp inj
    exact Function.Bijective.existsUnique ⟨inj, surj⟩ ρ
```

The three parts of the theorem are symmetry, positive definiteness and unique solvability, with `∃!` meaning that exactly one `u` exists. In the proof, `inj` is the kernel argument and `LinearMap.injective_iff_surjective` is the finite-dimensional step.

For slab calculations with a prescribed linear, local dielectric profile that is positive everywhere and varies only along the normal, this means that each component with k ≠ 0 can be solved on the periodic grid without a neutrality condition. The system suits a Cholesky factorisation or conjugate gradients, both of which are standard methods for symmetric positive definite matrices. The periodic images along the normal remain part of the problem, and the theorem does not estimate their effect or the discretisation error.

## Total charge and the sign of the potential

Take v_j = 1 at every site. All differences of v vanish, and summation by parts leaves

Σ_j (T u)_j = k² Σ_j h_j u_j

```lean
/-- The charge amplitudes `T u` add up to `k ^ 2` times the sum of the potential weighted by the
in-plane permittivity. -/
theorem total_charge (e h : ZMod N → ℝ) (k : ℝ) (u : ZMod N → ℝ) :
    ∑ j, poissonOp e h k u j = k ^ 2 * ∑ j, h j * u j := by
  have t := energy_form e h k u (fun _ => (1 : ℝ))
  simp only [one_mul, sub_self, mul_zero, zero_add, mul_one] at t
  rw [t, mul_sum]
  refine sum_congr rfl fun j _ => ?_
  ring
```

This holds for any permittivities and any k. In a program it provides an inexpensive check on a computed potential: the summed charge must agree with k² times the weighted sum of the potential, up to the solver tolerance. For k ≠ 0 the sum is the total of an amplitude along the normal; the net charge of the slab belongs to the k = 0 component.

Now let e_j, h_j > 0 and k ≠ 0, and let (T u)_j ≥ 0 at every site. Let m be a site where u is smallest, and suppose u_m < 0. Then

e_m (u_m − u_(m+1)) ≤ 0

e_(m−1) (u_m − u_(m−1)) ≤ 0

k² h_m u_m < 0

The sum of the three is (T u)_m, which would be negative, contrary to assumption. So u_m ≥ 0, and u is nonnegative everywhere.

```lean
/-- For positive permittivities and `k ≠ 0`, a charge amplitude that is nowhere negative along the
normal produces a potential amplitude that is nowhere negative. -/
theorem potential_nonneg {e h : ZMod N → ℝ} {k : ℝ} (he : ∀ j, 0 < e j) (hh : ∀ j, 0 < h j)
    (hk : k ≠ 0) {u : ZMod N → ℝ} (hρ : ∀ j, 0 ≤ poissonOp e h k u j) (j : ZMod N) :
    0 ≤ u j := by
  -- look at the site where the potential is smallest
  obtain ⟨m, _, hm⟩ := exists_min_image univ u ⟨0, mem_univ 0⟩
  refine le_trans ?_ (hm j (mem_univ j))
  by_contra hneg
  have a := mul_nonneg (he m).le (sub_nonneg.mpr (hm (m + 1) (mem_univ _)))
  have b := mul_nonneg (he (m - 1)).le (sub_nonneg.mpr (hm (m - 1) (mem_univ _)))
  have hpos := hh m
  have c : k ^ 2 * h m * u m < 0 :=
    mul_neg_of_pos_of_neg (by positivity) (not_le.mp hneg)
  have r := hρ m
  rw [poissonOp_apply] at r
  nlinarith
```

The site `m` is supplied by `exists_min_image`; `a`, `b` and `c` are the three inequalities, and `nlinarith` combines them with the assumption on the charge. The sign refers to the amplitude profile along the normal, since the modulated charge itself changes sign in the plane. To test an implementation of this finite-difference scheme at k ≠ 0 with positive permittivities, put a unit charge on one site and look for negative potentials beyond the solver tolerance. The theorem does not cover other discretisations, such as Fourier-based ones.

## The uniform component, k = 0

At k = 0 the in-plane term is absent. If T u = 0, the energy identity reads

0 = Σ_j e_j (u_j − u_(j+1))²

Each term is nonnegative, so each is zero, and e_j > 0 gives u_(j+1) = u_j. Going around the ring, all potentials are equal. Conversely, a constant potential has no differences and carries no charge.

```lean
/-- For positive bond permittivities, the potentials that carry no charge at `k = 0` are exactly the
constant ones. -/
theorem kernel_at_zero {e : ZMod N → ℝ} (h : ZMod N → ℝ) (he : ∀ j, 0 < e j)
    (u : ZMod N → ℝ) : poissonOp e h 0 u = 0 ↔ ∃ c : ℝ, u = fun _ => c := by
  constructor
  · intro hu
    have E := energy_form e h 0 u u
    rw [hu] at E
    simp only [Pi.zero_apply, mul_zero, sum_const_zero] at E
    have hn : ∀ j ∈ (univ : Finset (ZMod N)),
        0 ≤ e j * (u j - u (j + 1)) * (u j - u (j + 1)) + (0 : ℝ) ^ 2 * h j * u j * u j := by
      intro j _
      have a := mul_nonneg (he j).le (sq_nonneg (u j - u (j + 1)))
      nlinarith
    have z := (sum_eq_zero_iff_of_nonneg hn).mp E.symm
    -- neighbouring sites have equal potential
    have step : ∀ j, u (j + 1) = u j := by
      intro j
      have t := z j (mem_univ j)
      have q : e j * (u j - u (j + 1)) ^ 2 = 0 := by linear_combination t
      have d := (mul_eq_zero.mp q).resolve_left (he j).ne'
      have d' := (pow_eq_zero_iff two_ne_zero).mp d
      linarith
    have all : ∀ n : ℕ, u (n : ZMod N) = u 0 := by
      intro n
      induction n with
      | zero => rw [Nat.cast_zero]
      | succ n ih => rw [Nat.cast_succ, step, ih]
    refine ⟨u 0, funext fun j => ?_⟩
    have t := all j.val
    rwa [ZMod.natCast_zmod_val] at t
  · rintro ⟨c, rfl⟩
    ext j
    simp [poissonOp_apply]
```

No sign condition on `h` is needed, because it is multiplied by zero. The statement `step` is the equality of neighbours, and `all` carries it from site 0 to every other site by induction. In a calculation this kernel is the arbitrary zero of the electrostatic potential, and a direct solver meets it as a singular matrix.

A solution at k = 0 requires neutrality, because the total-charge identity then gives Σ_j ρ_j = 0. For the converse, write T_0 for the operator at k = 0 and add the summed potential as a constant:

(B u)_j = (T_0 u)_j + Σ_i u_i

Summing over the N sites removes the T_0 part:

Σ_j (B u)_j = N Σ_i u_i

If B u = σ with σ neutral, then Σ_i u_i = 0, and hence T_0 u = σ. For σ = 0 this makes u a constant c with N c = 0, so u = 0 and B is injective. It is therefore surjective. Solve B u = ρ for the given neutral ρ; the added constant vanishes and T_0 u = ρ.

```lean
/-- For positive bond permittivities, the periodic Poisson equation at `k = 0` has a solution if and
only if the cell is neutral. -/
theorem solvable_at_zero_iff_neutral {e : ZMod N → ℝ} (h : ZMod N → ℝ) (he : ∀ j, 0 < e j)
    (ρ : ZMod N → ℝ) : (∃ u, poissonOp e h 0 u = ρ) ↔ ∑ j, ρ j = 0 := by
  constructor
  · rintro ⟨u, rfl⟩
    rw [total_charge]
    ring
  · intro hρ
    -- add the summed potential as a constant, which removes the kernel
    obtain ⟨B, hB⟩ : ∃ B : (ZMod N → ℝ) →ₗ[ℝ] (ZMod N → ℝ),
        ∀ u j, B u j = poissonOp e h 0 u j + ∑ i, u i :=
      ⟨poissonOp e h 0 +
        { toFun := fun u _ => ∑ i, u i
          map_add' := fun u v => by ext j; simp [sum_add_distrib]
          map_smul' := fun c u => by ext j; simp [mul_sum] }, fun _ _ => rfl⟩
    have hN : (N : ℝ) ≠ 0 := Nat.cast_ne_zero.mpr (NeZero.ne N)
    have key : ∀ u, ∑ j, B u j = (N : ℝ) * ∑ i, u i := by
      intro u
      simp only [hB, sum_add_distrib, total_charge, sum_const, card_univ, ZMod.card,
        nsmul_eq_mul]
      ring
    -- a neutral right-hand side makes the added constant vanish
    have red : ∀ u σ, B u = σ → ∑ j, σ j = 0 → ∑ i, u i = 0 ∧ poissonOp e h 0 u = σ := by
      intro u σ hu hσ
      have s := key u
      rw [hu, hσ] at s
      have s0 := (mul_eq_zero.mp s.symm).resolve_left hN
      refine ⟨s0, funext fun j => ?_⟩
      have t := congrFun hu j
      rwa [hB, s0, add_zero] at t
    have inj : Function.Injective B := by
      refine (injective_iff_map_eq_zero _).mpr fun u hu => ?_
      obtain ⟨s0, hT⟩ := red u 0 hu (by simp)
      obtain ⟨c, rfl⟩ := (kernel_at_zero h he u).mp hT
      simp only [sum_const, card_univ, ZMod.card, nsmul_eq_mul] at s0
      exact funext fun _ => (mul_eq_zero.mp s0).resolve_left hN
    obtain ⟨u, hu⟩ := LinearMap.injective_iff_surjective.mp inj ρ
    exact ⟨u, (red u ρ hu hρ).2⟩

end LayeredPoisson
```

In the code `key` is the summed equation and `red` is the reduction from B to T_0. The reduction is used twice, once with zero charge to show injectivity and once with the given ρ to finish.

The operator B can be used directly in a small dense solver: add 1 to every matrix entry, and for a neutral cell the solution has zero average potential. If the cell carries a total charge Q = Σ_j ρ_j, the summed equation gives Σ_i u_i = Q/N, so the same solver returns a potential for ρ_j − Q/N, the charge with a uniform compensating background. A plane-wave code implies the same kind of background when it sets the zero-wave-vector component of the potential to zero. The potential of a charged slab obtained in this way belongs to the slab together with its background.

```lean
#print axioms LayeredPoisson.layered_poisson_well_posed
-- 'LayeredPoisson.layered_poisson_well_posed' depends on axioms: [propext, Classical.choice, Quot.sound]
#print axioms LayeredPoisson.potential_nonneg
-- 'LayeredPoisson.potential_nonneg' depends on axioms: [propext, Classical.choice, Quot.sound]
#print axioms LayeredPoisson.solvable_at_zero_iff_neutral
-- 'LayeredPoisson.solvable_at_zero_iff_neutral' depends on axioms: [propext, Classical.choice, Quot.sound]
```
